# Orthogonality of discrete plane waves at two grid points, summed over all reflections

On a one-dimensional periodic cell with N grid points, N nonzero, the plane wave of reflection h at point x is exp(2πihx/N). The declaration `sum_conj_wave_mul` states that the sum over all N reflections of the conjugate wave at u times the wave at v is N if the two points coincide and zero otherwise. The waves are unnormalised; with a factor 1/√N on each, the sum would be 1 or 0. The proof tries to merge each product into a single wave at the separation v − u, rewrite that wave as the standard additive character of the integers modulo N, and apply Mathlib's formula for the sum of such a character.

This version doesn't compile in Lean 4 with Mathlib:

```lean
import Mathlib

open Complex ComplexConjugate

namespace SumConjWaveMul

noncomputable section

variable {N : ℕ} [NeZero N]

/-- The plane wave `exp(2πi h x / N)` of reflection `h` at grid point `x` of a periodic cell
with `N` points. -/
def wave (h x : ZMod N) : ℂ :=
  Complex.exp (2 * Real.pi * I * ((h.val : ℂ) * (x.val : ℂ)) / N)

/-- The plane wave depends only on the product `h x` modulo `N`: it is the standard additive
character of the cyclic group evaluated there. -/
theorem wave_eq (h x : ZMod N) : wave h x = ZMod.stdAddChar (h * x) := by
  have h1 := ZMod.stdAddChar_coe (N := N) ((h.val * x.val : ℕ) : ℤ)
  simp only [Int.cast_natCast, Nat.cast_mul, Int.cast_mul, ZMod.natCast_zmod_val] at h1
  rw [wave, h1]

omit [NeZero N] in
/-- Complex conjugation of a plane wave reverses the sign of its phase. -/
theorem conj_wave (h x : ZMod N) : conj (wave h x) =
    Complex.exp (-(2 * Real.pi * I * ((h.val : ℂ) * (x.val : ℂ)) / N)) := by
  rw [wave, ← Complex.exp_conj]
  congr 1
  simp only [map_div₀, map_mul, Complex.conj_I, Complex.conj_ofReal, map_natCast, map_ofNat]
  ring

/-- The relative phase of a plane wave between two points depends only on their separation. -/
theorem conj_wave_mul (h x y : ZMod N) : conj (wave h x) * wave h y = wave h (y - x) := by
  have hy : wave h y = wave h x * wave h (y - x) := by
    rw [wave_eq h y, wave_eq h x, wave_eq h (y - x), ← AddChar.map_add_eq_mul]
    congr 1
    ring
  rw [hy, conj_wave, Complex.exp_neg]
  exact inv_mul_cancel_left₀ (Complex.exp_ne_zero _) _

/-- Orthogonality: summed over all reflections, the relative phases between two grid points
give `N` if the points coincide and zero otherwise. -/
theorem sum_conj_wave_mul (u v : ZMod N) :
    ∑ h : ZMod N, conj (wave h u) * wave h v = if v = u then (N : ℂ) else 0 := by
  simp only [conj_wave_mul, wave_eq]
  rw [AddChar.sum_mulShift (v - u) (ZMod.isPrimitive_stdAddChar N)]
  by_cases huv : v = u
  · simp [huv, ZMod.card]
  · simp [huv, sub_eq_zero]

end

end SumConjWaveMul
```

Compiling this gives:

```
Main.lean:46:6: error: Tactic `rewrite` failed: Did not find an occurrence of the pattern
  ∑ x, ZMod.stdAddChar (x * (v - u))
in the target expression
  ∑ x, (starRingEnd ℂ) (ZMod.stdAddChar (x * u)) * ZMod.stdAddChar (x * v) = if v = u then ↑N else 0

N : ℕ
inst✝ : NeZero N
u v : ZMod N
⊢ ∑ x, (starRingEnd ℂ) (ZMod.stdAddChar (x * u)) * ZMod.stdAddChar (x * v) = if v = u then ↑N else 0
Main.lean:45:13: warning: This simp argument is unused:
  conj_wave_mul

Hint: Omit it from the simp argument list.
  [apply] simp only [wave_eq]

Note: This linter can be disabled with `set_option linter.unusedSimpArgs false`
```

Cause. The error says that `rw` could not find the sum of `ZMod.stdAddChar (x * (v - u))` which `AddChar.sum_mulShift` needs. The goal still held a product of two characters, one of them conjugated.

The cause is the order in which `simp only` works when given both lemmas. It simplifies the factors of a product before it tries `conj_wave_mul` on the product itself. By then `wave_eq` had turned both waves into characters, and `conj_wave_mul`, whose left side is written in terms of `wave`, no longer matched. The warning confirms this by reporting `conj_wave_mul` as unused. Its suggestion to omit the lemma would leave the error in place, since the proof needs that step.

The repair splits the call in two. The first `simp only` merges each product into `wave h (v - u)` while the waves are still intact, and the second turns the result into `ZMod.stdAddChar (h * (v - u))`, which is the form the rewrite expects.

The change, after which it compiles:

```diff
@@ -43,5 +43,6 @@
 theorem sum_conj_wave_mul (u v : ZMod N) :
     ∑ h : ZMod N, conj (wave h u) * wave h v = if v = u then (N : ℂ) else 0 := by
-  simp only [conj_wave_mul, wave_eq]
+  simp only [conj_wave_mul]
+  simp only [wave_eq]
   rw [AddChar.sum_mulShift (v - u) (ZMod.isPrimitive_stdAddChar N)]
   by_cases huv : v = u
```
